# For nonzero coupling, a truncated CI dimer of two non-interacting two-level fragments lies above twice the monomer energy

A binding energy is often computed by subtracting two monomer energies from a dimer energy. The subtraction assumes that the method gives exactly twice the monomer energy once the fragments no longer interact. Configuration interaction (CI) that leaves out the simultaneous excitation of both fragments can fail this condition. In a model with two states per fragment, the offset can be written in closed form.

## The offset and its fourth-order bound

Each fragment has a reference state at energy zero and an excited state at energy $d$, coupled by a real number $b$. The monomer matrix and the truncated dimer matrix are

$$h=\begin{pmatrix}0&b\\b&d\end{pmatrix},\qquad
T=\begin{pmatrix}0&b&b\\b&d&0\\b&0&d\end{pmatrix}.$$

The basis of $T$ consists of the joint reference and the two states with one excited fragment. If the reference is a Hartree–Fock determinant, its coupling to single excitations vanishes by Brillouin's theorem, so the excited state stands for a double excitation, as for H₂ in a minimal basis. A dimer CI with at most double excitations then leaves out the state with both fragments excited, which is a quadruple excitation. Write $s_4=\sqrt{d^2+4b^2}$ and $s_8=\sqrt{d^2+8b^2}$. For $b\neq0$ and any real $d$, the lowest eigenvalues of $h$ and $T$ are

$$E_1=\frac{d-s_4}{2},\qquad E_2=\frac{d-s_8}{2},\qquad\text{and}\quad 2E_1<E_2.$$

The offset $E_2-2E_1$ satisfies

$$(E_2-2E_1)(2s_4+d+s_8)=2E_2^2,$$

and for $d>0$ it is at most $2b^4/d^3$.

## Comparing a separated dimer with two monomers

A size-consistency check runs the monomer, runs the dimer with its fragments far apart, and compares the dimer energy with twice the monomer energy. For this model the check takes a few lines:

```python
import numpy as np
d, b = 1.0, 0.1
h = np.array([[0, b], [b, d]])
T = np.array([[0, b, b], [b, d, 0], [b, 0, d]])
offset = np.linalg.eigvalsh(T)[0] - 2 * np.linalg.eigvalsh(h)[0]
```

Here $2E_1\approx-0.0198039$ and $E_2\approx-0.0196152$, so the offset is about $1.887\times10^{-4}$, just under the bound $2\times10^{-4}$. A nonzero result is the correct output of a truncated CI code here, not a sign of a bug.

At weak coupling the direct subtraction loses digits. For $d>0$, evaluating $E_2=-4b^2/(d+s_8)$ and then $2E_2^2/(2s_4+d+s_8)$ avoids the cancellation.

An instance with integer energies is $d=1$, $b=\sqrt6$. Then $s_4=5$ and $s_8=7$, so $E_1=-2$, $E_2=-3$ and the offset is $-3+4=1$. The identity reads $1\cdot(10+1+7)=18=2\cdot(-3)^2$. The bound is 72, far above the offset: it is close only when $|b|$ is small compared with $d$.

## From the quadratic roots to the offset

**A criterion for the lowest eigenvalue.** Suppose $Av=Ev$ with $v\neq0$, and $x\cdot Ax\ge E\,x\cdot x$ for every $x$. If $Aw=\mu w$ with $w\neq0$, then $\mu\,w\cdot w=w\cdot Aw\ge E\,w\cdot w$. Since $w\cdot w>0$, it follows that $\mu\ge E$.

**The monomer.** Multiplying out gives

$$E_1(E_1-d)=\frac{(d-s_4)(-d-s_4)}{4}=\frac{s_4^2-d^2}{4}=b^2.$$

Because $b\neq0$, we have $s_4>d$ and so $E_1<0$. The energy form of $h$ is $2bx_0x_1+dx_1^2$. Subtract $E_1(x_0^2+x_1^2)$ and multiply by $-E_1>0$:

$$E_1^2x_0^2-2E_1b\,x_0x_1+E_1(E_1-d)x_1^2=(-E_1x_0+bx_1)^2\ge0.$$

This is the required lower bound. The vector $(b,E_1)$ attains it, since the rows of the eigenvalue equation are $bE_1=E_1b$ and $b^2+dE_1=E_1^2$.

**The truncated dimer.** In the same way $E_2(E_2-d)=(s_8^2-d^2)/4=2b^2$ and $E_2<0$. The energy form is $2bx_0(x_1+x_2)+d(x_1^2+x_2^2)$. Shifted by $E_2$ and multiplied by $-E_2$, it becomes

$$E_2^2x_0^2-2E_2b\,x_0(x_1+x_2)+2b^2(x_1^2+x_2^2)
=(-E_2x_0+b(x_1+x_2))^2+b^2(x_1-x_2)^2.$$

An eigenvector is $(2b,E_2,E_2)$: the first row gives $2bE_2$, and each of the others gives $2b^2+dE_2=E_2^2$.

**The full dimer.** The untruncated Hamiltonian is $h\otimes1+1\otimes h$. Let $x_{ij}$ be the amplitude for fragment states $i$ and $j$. The energy form is the sum of the monomer forms of $(x_{0j},x_{1j})$ for each $j$ and of $(x_{i0},x_{i1})$ for each $i$. Applying the monomer bound to all four gives the lower bound $2E_1\sum_{ij}x_{ij}^2$. The product of two monomer eigenvectors has eigenvalue $2E_1$, so this is the lowest eigenvalue. The offset therefore comes from the truncation.

**The sign.** Since $E_2-2E_1=(2s_4-d-s_8)/2$,

$$(E_2-2E_1)(2s_4+d+s_8)=\frac{4s_4^2-(d+s_8)^2}{2}
=\frac{2d^2+8b^2-2ds_8}{2}=\frac{(d-s_8)^2}{2}=2E_2^2.$$

For $b\neq0$ we have $s_8>|d|$, so the second factor on the left is positive and $E_2\neq0$. The offset is therefore positive. If $b=0$ and $d\ge0$, both energies vanish and so does the offset.

**The size.** Let $d>0$. Then $s_4,s_8\ge d$, so the second factor is at least $4d$ and $4d(E_2-2E_1)\le2E_2^2$. From $E_2^2-dE_2=2b^2$ we get $0\le-dE_2\le2b^2$, hence $E_2^2\le4b^4/d^2$. Together these give $E_2-2E_1\le2b^4/d^3$.

## The Lean file for both spectra and the offset

```lean
import Mathlib

open Matrix
open scoped Kronecker

namespace TruncatedCIDimer

noncomputable section

/-- `E` is the lowest eigenvalue of the real matrix `A`. -/
def IsLowestEigenvalue {n : Type*} [Fintype n] (A : Matrix n n ℝ) (E : ℝ) : Prop :=
  IsLeast {μ : ℝ | ∃ v : n → ℝ, v ≠ 0 ∧ A *ᵥ v = μ • v} E

/-- Hamiltonian of one fragment: a reference state at energy zero coupled by `b` to an
excited state at energy `d`. -/
def monomer (d b : ℝ) : Matrix (Fin 2) (Fin 2) ℝ := !![0, b; b, d]

/-- Hamiltonian of two non-interacting fragments in the full product space. -/
def fullDimer (d b : ℝ) : Matrix (Fin 2 × Fin 2) (Fin 2 × Fin 2) ℝ :=
  monomer d b ⊗ₖ 1 + 1 ⊗ₖ monomer d b

/-- Truncated CI matrix of the dimer: the reference and the two states with one excited
fragment. -/
def truncatedDimer (d b : ℝ) : Matrix (Fin 3) (Fin 3) ℝ :=
  !![0, b, b; b, d, 0; b, 0, d]

/-- The energy `(d - √(d² + 4b²)) / 2` of one fragment. -/
def monomerEnergy (d b : ℝ) : ℝ := (d - √(d ^ 2 + 4 * b ^ 2)) / 2

/-- The truncated CI energy `(d - √(d² + 8b²)) / 2` of the dimer. -/
def dimerEnergy (d b : ℝ) : ℝ := (d - √(d ^ 2 + 8 * b ^ 2)) / 2

/-- The truncated CI matrix is the block of the full dimer Hamiltonian that leaves out the
state with both fragments excited. -/
theorem truncatedDimer_eq_submatrix (d b : ℝ) :
    truncatedDimer d b =
      (fullDimer d b).submatrix ![(0, 0), (1, 0), (0, 1)] ![(0, 0), (1, 0), (0, 1)] := by
  ext i j
  fin_cases i <;> fin_cases j <;> simp [truncatedDimer, fullDimer, monomer]

/-- Variational criterion: an eigenvalue that bounds the energy form from below is the
lowest eigenvalue. -/
theorem isLowestEigenvalue_of_bound {n : Type*} [Fintype n] {A : Matrix n n ℝ} {E : ℝ}
    (v : n → ℝ) (hv : v ≠ 0) (hAv : A *ᵥ v = E • v)
    (hbound : ∀ x : n → ℝ, E * (x ⬝ᵥ x) ≤ x ⬝ᵥ (A *ᵥ x)) : IsLowestEigenvalue A E := by
  refine ⟨⟨v, hv, hAv⟩, ?_⟩
  rintro μ ⟨w, hw, hAw⟩
  have hpos : 0 < w ⬝ᵥ w :=
    lt_of_le_of_ne (Finset.sum_nonneg fun i _ => mul_self_nonneg (w i))
      (fun h => hw (dotProduct_self_eq_zero.1 h.symm))
  have h := hbound w
  rw [hAw, dotProduct_smul, smul_eq_mul] at h
  exact le_of_mul_le_mul_right h hpos

private lemma monomer_root (d b : ℝ) :
    monomerEnergy d b * (monomerEnergy d b - d) = b ^ 2 := by
  have h := Real.sq_sqrt (show 0 ≤ d ^ 2 + 4 * b ^ 2 by positivity)
  unfold monomerEnergy
  linear_combination h / 4

private lemma dimer_root (d b : ℝ) :
    dimerEnergy d b * (dimerEnergy d b - d) = 2 * b ^ 2 := by
  have h := Real.sq_sqrt (show 0 ≤ d ^ 2 + 8 * b ^ 2 by positivity)
  unfold dimerEnergy
  linear_combination h / 4

private lemma monomer_form (d : ℝ) {b : ℝ} (hb : b ≠ 0) (x y : ℝ) :
    monomerEnergy d b * (x ^ 2 + y ^ 2) ≤ 2 * b * x * y + d * y ^ 2 := by
  have hb2 : 0 < b ^ 2 := by positivity
  have hE : monomerEnergy d b < 0 := by
    have h : d < √(d ^ 2 + 4 * b ^ 2) := Real.lt_sqrt_of_sq_lt (by linarith)
    unfold monomerEnergy
    linarith
  -- the shifted form, multiplied by `-E`, is a perfect square
  have key : 0 ≤ (-monomerEnergy d b) *
      (2 * b * x * y + d * y ^ 2 - monomerEnergy d b * (x ^ 2 + y ^ 2)) := by
    have h := sq_nonneg (-monomerEnergy d b * x + b * y)
    linear_combination h - y ^ 2 * monomer_root d b
  have := (mul_nonneg_iff_of_pos_left (neg_pos.mpr hE)).1 key
  linarith

/-- For nonzero coupling, the lowest eigenvalue of one fragment is `(d - √(d² + 4b²)) / 2`. -/
theorem monomer_lowest (d : ℝ) {b : ℝ} (hb : b ≠ 0) :
    IsLowestEigenvalue (monomer d b) (monomerEnergy d b) := by
  have r := monomer_root d b
  refine isLowestEigenvalue_of_bound ![b, monomerEnergy d b]
    (fun h => hb (by simpa using congrFun h 0)) ?_ ?_
  · ext i
    fin_cases i
    · simp [monomer, Matrix.mulVec, dotProduct, Fin.sum_univ_two]
      ring
    · simp [monomer, Matrix.mulVec, dotProduct, Fin.sum_univ_two]
      linear_combination -r
  · intro x
    have h := monomer_form d hb (x 0) (x 1)
    simp [monomer, Matrix.mulVec, dotProduct, Fin.sum_univ_two]
    linarith

/-- For nonzero coupling, the lowest eigenvalue of the dimer in the full product space is exactly
twice the fragment energy. -/
theorem fullDimer_lowest (d : ℝ) {b : ℝ} (hb : b ≠ 0) :
    IsLowestEigenvalue (fullDimer d b) (2 * monomerEnergy d b) := by
  have r := monomer_root d b
  -- the eigenvector is the product of the two fragment eigenvectors
  refine isLowestEigenvalue_of_bound
    (fun p => ![b, monomerEnergy d b] p.1 * ![b, monomerEnergy d b] p.2)
    (fun h => hb (by simpa using congrFun h (0, 0))) ?_ ?_
  · ext ⟨i, j⟩
    fin_cases i <;> fin_cases j <;>
      simp [fullDimer, monomer, Matrix.mulVec, dotProduct, Fintype.sum_prod_type,
        Fin.sum_univ_two, Matrix.one_apply]
    · ring
    · linear_combination -b * r
    · linear_combination -b * r
    · linear_combination -2 * monomerEnergy d b * r
  · intro x
    -- the fragment bound, for each fragment and each state of the other one
    have h1 := monomer_form d hb (x (0, 0)) (x (1, 0))
    have h2 := monomer_form d hb (x (0, 1)) (x (1, 1))
    have h3 := monomer_form d hb (x (0, 0)) (x (0, 1))
    have h4 := monomer_form d hb (x (1, 0)) (x (1, 1))
    simp [fullDimer, monomer, Matrix.mulVec, dotProduct, Fintype.sum_prod_type,
      Fin.sum_univ_two, Matrix.one_apply]
    linarith

/-- For nonzero coupling, the lowest eigenvalue of the truncated CI dimer is `(d - √(d² + 8b²)) /
2`. -/
theorem truncatedDimer_lowest (d : ℝ) {b : ℝ} (hb : b ≠ 0) :
    IsLowestEigenvalue (truncatedDimer d b) (dimerEnergy d b) := by
  have r := dimer_root d b
  have hb2 : 0 < b ^ 2 := by positivity
  have hE : dimerEnergy d b < 0 := by
    have h : d < √(d ^ 2 + 8 * b ^ 2) := Real.lt_sqrt_of_sq_lt (by linarith)
    unfold dimerEnergy
    linarith
  refine isLowestEigenvalue_of_bound ![2 * b, dimerEnergy d b, dimerEnergy d b]
    (fun h => hb (by simpa using congrFun h 0)) ?_ ?_
  · ext i
    fin_cases i <;>
      simp [truncatedDimer, Matrix.mulVec, dotProduct, Fin.sum_univ_three]
    · ring
    · linear_combination -r
    · linear_combination -r
  · intro x
    -- the shifted form, multiplied by `-E`, is a sum of two squares
    have key : 0 ≤ (-dimerEnergy d b) * (2 * b * x 0 * (x 1 + x 2)
        + d * (x 1 ^ 2 + x 2 ^ 2) - dimerEnergy d b * (x 0 ^ 2 + x 1 ^ 2 + x 2 ^ 2)) := by
      have h1 := sq_nonneg (-dimerEnergy d b * x 0 + b * (x 1 + x 2))
      have h2 := sq_nonneg (b * (x 1 - x 2))
      linear_combination h1 + h2 - (x 1 ^ 2 + x 2 ^ 2) * r
    have h := (mul_nonneg_iff_of_pos_left (neg_pos.mpr hE)).1 key
    simp [truncatedDimer, Matrix.mulVec, dotProduct, Fin.sum_univ_three]
    linarith

/-- An exact relation between the size-consistency error of the dimer and the square of
its truncated CI energy. -/
theorem error_identity (d b : ℝ) :
    (dimerEnergy d b - 2 * monomerEnergy d b) *
      (2 * √(d ^ 2 + 4 * b ^ 2) + d + √(d ^ 2 + 8 * b ^ 2)) = 2 * dimerEnergy d b ^ 2 := by
  have h4 := Real.sq_sqrt (show 0 ≤ d ^ 2 + 4 * b ^ 2 by positivity)
  have h8 := Real.sq_sqrt (show 0 ≤ d ^ 2 + 8 * b ^ 2 by positivity)
  unfold dimerEnergy monomerEnergy
  linear_combination 2 * h4 - h8

/-- Truncated CI is not size consistent in this model: for nonzero coupling the lowest eigenvalue of
the truncated dimer lies strictly above twice the lowest eigenvalue of the monomer. -/
theorem truncatedCI_not_size_consistent (d : ℝ) {b : ℝ} (hb : b ≠ 0) :
    IsLowestEigenvalue (monomer d b) (monomerEnergy d b) ∧
      IsLowestEigenvalue (truncatedDimer d b) (dimerEnergy d b) ∧
      2 * monomerEnergy d b < dimerEnergy d b := by
  refine ⟨monomer_lowest d hb, truncatedDimer_lowest d hb, ?_⟩
  have hb2 : 0 < b ^ 2 := by positivity
  have h1 : d < √(d ^ 2 + 8 * b ^ 2) := Real.lt_sqrt_of_sq_lt (by linarith)
  have h2 : -d < √(d ^ 2 + 8 * b ^ 2) := Real.lt_sqrt_of_sq_lt (by linarith [neg_sq d])
  have hD : 0 < 2 * √(d ^ 2 + 4 * b ^ 2) + d + √(d ^ 2 + 8 * b ^ 2) := by
    linarith [Real.sqrt_nonneg (d ^ 2 + 4 * b ^ 2)]
  have hE : dimerEnergy d b ≠ 0 := by
    unfold dimerEnergy
    intro h
    linarith
  have hp : 0 < 2 * dimerEnergy d b ^ 2 := by positivity
  rw [← error_identity] at hp
  linarith [(mul_pos_iff_of_pos_right hD).1 hp]

/-- For a non-negative excitation energy the size-consistency error is positive exactly
when the coupling is nonzero. -/
theorem error_pos_iff {d : ℝ} (hd : 0 ≤ d) (b : ℝ) :
    2 * monomerEnergy d b < dimerEnergy d b ↔ b ≠ 0 := by
  refine ⟨?_, fun hb => (truncatedCI_not_size_consistent d hb).2.2⟩
  rintro h rfl
  simp [monomerEnergy, dimerEnergy, Real.sqrt_sq hd] at h

/-- For a positive excitation energy the size-consistency error is at most `2b⁴/d³`. -/
theorem error_le {d : ℝ} (hd : 0 < d) (b : ℝ) :
    dimerEnergy d b - 2 * monomerEnergy d b ≤ 2 * b ^ 4 / d ^ 3 := by
  have s4 : d ≤ √(d ^ 2 + 4 * b ^ 2) := (Real.le_sqrt' hd).2 (by linarith [sq_nonneg b])
  have s8 : d ≤ √(d ^ 2 + 8 * b ^ 2) := (Real.le_sqrt' hd).2 (by linarith [sq_nonneg b])
  have hE : 0 ≤ -dimerEnergy d b := by
    unfold dimerEnergy
    linarith
  have hid := error_identity d b
  have hD : 0 < 2 * √(d ^ 2 + 4 * b ^ 2) + d + √(d ^ 2 + 8 * b ^ 2) := by linarith
  have h0 : 0 ≤ dimerEnergy d b - 2 * monomerEnergy d b :=
    (mul_nonneg_iff_of_pos_right hD).1 (by rw [hid]; positivity)
  have h1 : (dimerEnergy d b - 2 * monomerEnergy d b) * (4 * d) ≤ 2 * dimerEnergy d b ^ 2 := by
    rw [← hid]
    exact mul_le_mul_of_nonneg_left (by linarith) h0
  -- the dimer energy itself is at most of second order in the coupling
  have h2 : -dimerEnergy d b * d ≤ 2 * b ^ 2 := by
    nlinarith [dimer_root d b, sq_nonneg (dimerEnergy d b)]
  have h3 := pow_le_pow_left₀ (mul_nonneg hE hd.le) h2 2
  have h4 := mul_le_mul_of_nonneg_right h1 (sq_nonneg d)
  rw [le_div_iff₀ (by positivity)]
  nlinarith [h3, h4]

end

end TruncatedCIDimer
```

```lean
#print axioms TruncatedCIDimer.fullDimer_lowest
-- 'TruncatedCIDimer.fullDimer_lowest' depends on axioms: [propext, Classical.choice, Quot.sound]
#print axioms TruncatedCIDimer.truncatedCI_not_size_consistent
-- 'TruncatedCIDimer.truncatedCI_not_size_consistent' depends on axioms: [propext, Classical.choice, Quot.sound]
#print axioms TruncatedCIDimer.error_pos_iff
-- 'TruncatedCIDimer.error_pos_iff' depends on axioms: [propext, Classical.choice, Quot.sound]
#print axioms TruncatedCIDimer.error_le
-- 'TruncatedCIDimer.error_le' depends on axioms: [propext, Classical.choice, Quot.sound]
```

## Two-state fragments, exact real arithmetic

`IsLowestEigenvalue A E` says that `E` is the least real number for which `A` has a nonzero real eigenvector. It includes both that `E` is an eigenvalue and that no real eigenvalue lies below it. The matrices here are real and symmetric, so this is the ground-state energy within the chosen basis.

In `monomer d b`, index 0 is the reference and index 1 the excited state. The definition `fullDimer` uses pairs of these indices, one for each fragment. The theorem `truncatedDimer_eq_submatrix` confirms that `truncatedDimer` is the block of `fullDimer` on `(0, 0)`, `(1, 0)` and `(0, 1)`, which leaves out `(1, 1)`. The energies $E_1$ and $E_2$ are `monomerEnergy d b` and `dimerEnergy d b`.

The main theorem, `truncatedCI_not_size_consistent`, assumes only `b ≠ 0`: the coupling mixes the reference with the excited state and puts the energy of each fragment below that of its reference. The sign of `d` is free. `error_pos_iff` assumes `0 ≤ d`, meaning that the excited state is not below the reference, and `error_le` assumes `0 < d`.

The fragments are identical, with two states each and no interaction between them. The numbers `d` and `b` are given, not derived from integrals. The result covers one pair of fragments and does not describe how the error grows with their number, which is the question of size extensivity. It also says nothing about rounding or the convergence of an eigensolver.

## Squares, eigenvectors and one identity in the proof

The criterion is `isLowestEigenvalue_of_bound`. The lemmas `monomer_root` and `dimer_root` supply the two quadratic equations, using `Real.sq_sqrt` to remove the squared roots. In `monomer_form` and `truncatedDimer_lowest`, the step `key` is the sum-of-squares calculation above, and `linear_combination` checks the algebra. Dividing by the positive number $-E_1$ or $-E_2$ then gives the lower bound.

`monomer_lowest` and `truncatedDimer_lowest` combine these bounds with the explicit eigenvectors, checked row by row. In `fullDimer_lowest`, the facts `h1` to `h4` are the four monomer bounds, which `linarith` adds.

`error_identity` proves the product formula from the squares of the two roots. The main theorem shows that its right side and the second factor on its left are positive, and concludes that the offset is too. For `error_pos_iff`, the remaining direction substitutes `b = 0` and simplifies. In `error_le`, `h1` is the estimate with $4d$ and `h2` is $-dE_2\le2b^2$; squaring the latter and combining the two gives the bound.
